# For b > 0 and a > lb, Hund filling is the unique energy minimum of a shell with orbital energies −as − bm

## Orbitals, energies and filling order

An open shell of angular momentum l has 4l + 2 spin orbitals (m, s), with m = −l, …, l and s = ±1. Here s is twice the usual spin projection. The question is which n of them to occupy for the least total energy when orbital (m, s) has energy

E(m, s) = −a s − b m.

The real parameters a and b are postulated fields acting on spin and orbital moment. They stand in for the preference for high spin and then high orbital moment, which in an atom comes from electron repulsion.

In Lean, `shell l` is the set of orbitals and a determinant is a finite set of integer pairs, with energy `totalEnergy`. The filling order `orb l k`, counted from k = 0, is

(l − k, +1) for k ≤ 2l,
(3l + 1 − k, −1) for k > 2l.

The Hund determinant `hundDet l n` holds its first n orbitals.

## The minimum and its energy

If b > 0, a > lb and n ≤ 4l + 2, every other n-electron determinant of the shell has strictly higher energy than `hundDet l n`. This is `hundDet_isUniqueGround`; `IsUniqueGround` also requires that the minimiser itself be an n-element subset of the shell. At half filling, with b > 0, the condition a > lb is necessary as well (`half_filled_iff`).

For any real a and b, the Hund determinant has energy

−a n − b n(2l + 1 − n)/2 for n ≤ 2l + 1,
−a(2l + 1 − k) − b k(2l + 1 − k)/2 for n = 2l + 1 + k,

where k ≤ 2l + 1 now counts the electrons beyond half filling.

For orbital energies of this form that satisfy the two inequalities, a code can fill the shell in this order without sorting.

## Derivation by exchange

Along the filling order the energies are

−a − b(l − k) for k ≤ 2l,
a − b(3l + 1 − k) for k > 2l.

Each step within one spin direction adds b > 0. The step from the last spin-up to the first spin-down orbital adds

(a − lb) − (−a + lb) = 2(a − lb) > 0.

The energy therefore rises strictly.

Let H be the Hund determinant and S ≠ H another n-electron determinant. Remove their common orbitals. The remainders A = H \ S and B = S \ H have equal size r ≥ 1, and every orbital in B comes later in the order than every orbital in A. With M the highest energy in A,

∑_A E ≤ rM < ∑_B E.

Adding back the common orbitals gives the result.

At half filling, moving the last spin-up electron to the first spin-down orbital changes the energy by 2(a − lb). The Hund determinant can be the unique minimum only if this is positive.

For the energies, the first n ≤ 2l + 1 orbitals have

∑ m = nl − n(n − 1)/2 = n(2l + 1 − n)/2, ∑ s = n.

A full spin-up set has ∑ m = 0 and ∑ s = 2l + 1. Adding k spin-down electrons gives ∑ m = k(2l + 1 − k)/2 and ∑ s = 2l + 1 − k.

## A d shell and an s shell

Take l = 2, b = 1, a = 3. The ordered energies are −5, −4, −3, −2, −1, 1, 2, 3, 4, 5. Seven electrons give −15 + 1 + 2 = −12, and the formula with k = 2 gives −9 − 3 = −12. If a is lowered to 2, the fifth and sixth levels both lie at 0, and two half-filled determinants share the energy −10.

For l = 0 only m = 0 exists, and the condition becomes a > 0: a single electron takes spin up, with energy −a.

## The Lean proof

`orb_injective` and `hundDet_full` show that the order lists each shell orbital once, by splitting on spin and solving integer equations with `omega`. `energy_strictMono` treats the two spin blocks and the step between them. `sum_lt_of_exchange` is the argument with A, B and M, for arbitrary levels; `exists_max_image` supplies M. The main theorem combines these. `half_filled_iff` uses the one-electron move above, and the energy formulas follow by induction, adding one orbital at a time.

```lean
import Mathlib

open Finset

namespace HundDeterminant

noncomputable section

/-- The spin orbitals `(m, s)` of a shell with angular momentum `l`:
`m` runs from `-l` to `l`, and `s` is `1` (spin up) or `-1` (spin down). -/
def shell (l : ℕ) : Finset (ℤ × ℤ) :=
  Icc (-(l : ℤ)) (l : ℤ) ×ˢ {1, -1}

/-- The energy `-a s - b m` of the spin orbital `(m, s)`. -/
def energy (a b : ℝ) (p : ℤ × ℤ) : ℝ := -a * (p.2 : ℝ) - b * (p.1 : ℝ)

/-- The energy of a determinant, the sum of the energies of its occupied orbitals. -/
def totalEnergy (a b : ℝ) (D : Finset (ℤ × ℤ)) : ℝ := ∑ p ∈ D, energy a b p

/-- The filling order, counted from `k = 0`: spin up from `m = l` downward, then spin down
from `m = l` downward. The orbitals of the shell are those with `k < 4 l + 2`. -/
def orb (l k : ℕ) : ℤ × ℤ :=
  if k ≤ 2 * l then ((l : ℤ) - k, 1) else (3 * (l : ℤ) + 1 - k, -1)

/-- The Hund determinant: the first `n` orbitals in the filling order are occupied. -/
def hundDet (l n : ℕ) : Finset (ℤ × ℤ) := (range n).image (orb l)

/-- `D` is an `n`-electron determinant of the shell, and every other one has strictly
higher energy. -/
def IsUniqueGround (a b : ℝ) (l n : ℕ) (D : Finset (ℤ × ℤ)) : Prop :=
  D ∈ powersetCard n (shell l) ∧
    ∀ S ∈ powersetCard n (shell l), S ≠ D → totalEnergy a b D < totalEnergy a b S

/-- No orbital occurs twice in the filling order. -/
theorem orb_injective (l : ℕ) : Function.Injective (orb l) := by
  intro i j h
  unfold orb at h
  split_ifs at h <;> (simp only [Prod.mk.injEq] at h; omega)

/-- With `4 l + 2` electrons the Hund determinant fills the whole shell. -/
theorem hundDet_full (l : ℕ) : hundDet l (4 * l + 2) = shell l := by
  ext ⟨m, s⟩
  simp only [hundDet, shell, mem_image, mem_range, mem_product, mem_Icc, mem_insert,
    mem_singleton]
  constructor
  · rintro ⟨k, hk, h⟩
    unfold orb at h
    split_ifs at h <;> (simp only [Prod.mk.injEq] at h; omega)
  · rintro ⟨⟨h1, h2⟩, rfl | rfl⟩
    · refine ⟨((l : ℤ) - m).toNat, by omega, ?_⟩
      rw [orb, if_pos (by omega)]
      simp only [Prod.mk.injEq, and_true]
      omega
    · refine ⟨(3 * (l : ℤ) + 1 - m).toNat, by omega, ?_⟩
      rw [orb, if_neg (by omega)]
      simp only [Prod.mk.injEq, and_true]
      omega

private lemma energy_up (a b : ℝ) {l k : ℕ} (h : k ≤ 2 * l) :
    energy a b (orb l k) = -a - b * ((l : ℝ) - k) := by
  simp only [energy, orb, if_pos h]
  push_cast
  ring

private lemma energy_down (a b : ℝ) {l k : ℕ} (h : ¬ k ≤ 2 * l) :
    energy a b (orb l k) = a - b * (3 * (l : ℝ) + 1 - k) := by
  simp only [energy, orb, if_neg h]
  push_cast
  ring

private lemma orb_notMem {l n k : ℕ} (h : n ≤ k) : orb l k ∉ hundDet l n := by
  intro hk
  obtain ⟨i, hi, he⟩ := mem_image.1 hk
  have h1 := orb_injective l he
  have h2 := mem_range.1 hi
  omega

private lemma hundDet_succ (l n : ℕ) :
    hundDet l (n + 1) = insert (orb l n) (hundDet l n) := by
  rw [hundDet, range_add_one, image_insert, hundDet]

private lemma total_succ (a b : ℝ) (l n : ℕ) :
    totalEnergy a b (hundDet l (n + 1)) =
      energy a b (orb l n) + totalEnergy a b (hundDet l n) := by
  rw [hundDet_succ, totalEnergy, sum_insert (orb_notMem le_rfl), totalEnergy]

private lemma hundDet_mem {l n : ℕ} (hn : n ≤ 4 * l + 2) :
    hundDet l n ∈ powersetCard n (shell l) := by
  rw [mem_powersetCard, ← hundDet_full]
  exact ⟨image_subset_image (range_mono hn),
    by rw [hundDet, card_image_of_injective _ (orb_injective l), card_range]⟩

/-- For `b > 0` and `a > l b` the orbital energy rises strictly along the filling order. -/
theorem energy_strictMono {a b : ℝ} {l : ℕ} (hb : 0 < b) (ha : l * b < a) :
    StrictMono (fun k => energy a b (orb l k)) := by
  intro k j hkj
  show energy a b (orb l k) < energy a b (orb l j)
  have hlt : (k : ℝ) < j := by exact_mod_cast hkj
  have hp := mul_pos hb (sub_pos.2 hlt)
  by_cases hj : j ≤ 2 * l
  · rw [energy_up a b (by omega), energy_up a b hj]
    nlinarith
  · by_cases hk : k ≤ 2 * l
    · -- the step from spin up to spin down, where `a > l b` is needed
      have h1 : (k : ℝ) ≤ 2 * l := by exact_mod_cast hk
      have h2 : 2 * (l : ℝ) + 1 ≤ j := by
        have : 2 * l + 1 ≤ j := by omega
        exact_mod_cast this
      rw [energy_up a b hk, energy_down a b hj]
      nlinarith [mul_nonneg hb.le (sub_nonneg.2 h1), mul_nonneg hb.le (sub_nonneg.2 h2)]
    · rw [energy_down a b hk, energy_down a b hj]
      nlinarith

/-- Exchange argument: let `S` and `H` be different sets of equally many levels. If each level
of `H` lies below each level of `S` outside `H`, then `H` has the lower total energy. -/
theorem sum_lt_of_exchange {ι : Type*} [DecidableEq ι] (E : ι → ℝ) {H S : Finset ι}
    (hcard : S.card = H.card) (hne : S ≠ H)
    (h : ∀ x ∈ H, ∀ y ∈ S, y ∉ H → E x < E y) : ∑ x ∈ H, E x < ∑ y ∈ S, E y := by
  -- remove the common levels from both sets
  have c1 := card_sdiff_add_card_eq_card (inter_subset_left : H ∩ S ⊆ H)
  have c2 := card_sdiff_add_card_eq_card (inter_subset_right : H ∩ S ⊆ S)
  have s1 := sum_sdiff (f := E) (inter_subset_left : H ∩ S ⊆ H)
  have s2 := sum_sdiff (f := E) (inter_subset_right : H ∩ S ⊆ S)
  have hc : (S \ (H ∩ S)).card = (H \ (H ∩ S)).card := by omega
  have hB : (S \ (H ∩ S)).Nonempty := by
    by_contra h0
    rw [not_nonempty_iff_eq_empty, sdiff_eq_empty_iff_subset] at h0
    exact hne (eq_of_subset_of_card_le (h0.trans inter_subset_left) hcard.ge)
  have hA : (H \ (H ∩ S)).Nonempty := by
    rw [← card_pos, ← hc]
    exact card_pos.2 hB
  -- compare both remainders with the highest level left in `H`
  obtain ⟨x, hx, hmax⟩ := exists_max_image _ E hA
  have h1 := sum_le_card_nsmul _ E (E x) hmax
  have h2 : ∑ _y ∈ S \ (H ∩ S), E x < ∑ y ∈ S \ (H ∩ S), E y := by
    refine sum_lt_sum_of_nonempty hB (fun y hy => ?_)
    obtain ⟨hyS, hyI⟩ := mem_sdiff.1 hy
    exact h x (mem_sdiff.1 hx).1 y hyS (fun hyH => hyI (mem_inter.2 ⟨hyH, hyS⟩))
  rw [sum_const, hc] at h2
  linarith

/-- For `b > 0`, `a > l b` and any `n ≤ 4 l + 2`, the Hund determinant is the unique
`n`-electron determinant of least energy. -/
theorem hundDet_isUniqueGround {a b : ℝ} {l n : ℕ} (hb : 0 < b) (ha : l * b < a)
    (hn : n ≤ 4 * l + 2) : IsUniqueGround a b l n (hundDet l n) := by
  refine ⟨hundDet_mem hn, fun S hS hne => ?_⟩
  obtain ⟨hsub, hcard⟩ := mem_powersetCard.1 hS
  refine sum_lt_of_exchange (energy a b)
    (hcard.trans (mem_powersetCard.1 (hundDet_mem hn)).2.symm) hne ?_
  intro x hx y hy hyH
  obtain ⟨i, hi, rfl⟩ := mem_image.1 hx
  have hy' := hsub hy
  rw [← hundDet_full] at hy'
  obtain ⟨j, _, rfl⟩ := mem_image.1 hy'
  -- an orbital outside the Hund determinant comes later in the filling order
  have hj : n ≤ j := by
    by_contra hlt
    exact hyH (mem_image_of_mem _ (mem_range.2 (by omega)))
  exact energy_strictMono hb ha (lt_of_lt_of_le (mem_range.1 hi) hj)

/-- For `b > 0`, the Hund determinant of the half-filled shell is the unique determinant of
least energy exactly when `a > l b`. -/
theorem half_filled_iff {a b : ℝ} {l : ℕ} (hb : 0 < b) :
    IsUniqueGround a b l (2 * l + 1) (hundDet l (2 * l + 1)) ↔ l * b < a := by
  refine ⟨fun h => ?_, fun ha => hundDet_isUniqueGround hb ha (by omega)⟩
  -- competitor: the last spin-up electron moves to the first spin-down orbital
  have hnot : orb l (2 * l + 1) ∉ hundDet l (2 * l) := orb_notMem (by omega)
  have hmem : insert (orb l (2 * l + 1)) (hundDet l (2 * l)) ∈
      powersetCard (2 * l + 1) (shell l) := by
    obtain ⟨h1, h2⟩ := mem_powersetCard.1 (hundDet_mem (l := l) (n := 2 * l) (by omega))
    refine mem_powersetCard.2 ⟨insert_subset ?_ h1, by rw [card_insert_of_notMem hnot, h2]⟩
    rw [← hundDet_full]
    exact mem_image_of_mem _ (mem_range.2 (by omega))
  have hlt := h.2 _ hmem (fun he =>
    orb_notMem (l := l) (le_refl (2 * l + 1)) (he ▸ mem_insert_self _ _))
  rw [total_succ, totalEnergy, totalEnergy, sum_insert hnot,
    energy_up a b le_rfl, energy_down a b (by omega)] at hlt
  push_cast at hlt
  nlinarith

/-- Up to half filling, the Hund determinant of `n` electrons has energy
`-a n - b n (2 l + 1 - n) / 2`. -/
theorem energy_first_half (a b : ℝ) (l n : ℕ) (hn : n ≤ 2 * l + 1) :
    totalEnergy a b (hundDet l n) = -a * n - b * (n * (2 * l + 1 - n) / 2) := by
  induction n with
  | zero => simp [totalEnergy, hundDet]
  | succ n ih =>
    rw [total_succ, ih (by omega), energy_up a b (by omega)]
    push_cast
    ring

/-- With `k ≤ 2 l + 1` electrons beyond half filling, the Hund determinant has energy
`-a (2 l + 1 - k) - b k (2 l + 1 - k) / 2`. -/
theorem energy_second_half (a b : ℝ) (l k : ℕ) :
    totalEnergy a b (hundDet l (2 * l + 1 + k)) =
      -a * (2 * l + 1 - k) - b * (k * (2 * l + 1 - k) / 2) := by
  induction k with
  | zero =>
    rw [add_zero, energy_first_half a b l _ le_rfl]
    push_cast
    ring
  | succ k ih =>
    rw [← add_assoc, total_succ, ih, energy_down a b (by omega)]
    push_cast
    ring

end

end HundDeterminant
```

```lean
#print axioms HundDeterminant.hundDet_isUniqueGround
#print axioms HundDeterminant.half_filled_iff
#print axioms HundDeterminant.energy_second_half
```

```
'HundDeterminant.hundDet_isUniqueGround' depends on axioms: [propext, Classical.choice, Quot.sound]
'HundDeterminant.half_filled_iff' depends on axioms: [propext, Classical.choice, Quot.sound]
'HundDeterminant.energy_second_half' depends on axioms: [propext, Classical.choice, Quot.sound]
```

## From one-electron fields to a real ion

The theorems hold for every l and every allowed n, with real-number energies. In floating point, a value of a − lb near rounding error can still make a sort return another order.

The model replaces the electron repulsion of a real ion by the two fields. The fields also single out an axis, which the repulsion does not: by Hund's first two rules alone, the ground term of a free ion with an open shell is degenerate, so the uniqueness proved here belongs to the model. The theorems do not derive Hund's rules from the Coulomb interaction, and they contain no spin–orbit coupling, so they do not give Hund's third rule, which concerns the total angular momentum J.
